# The strain derivative of a many-body periodic crystal is an atomic virial plus a cell term

## A chain with no force and nonzero tension

Take a one-dimensional crystal with one atom per cell, at position $r$, and cell length $a$. A spring of energy $\tfrac12 k d^2$ joins the atom to its own image in the next cell. The bond vector is

$$d = r - r + a = a .$$

The position cancels, so the force on the atom is $f=0$, and so is the atomic virial $-f\,r$. Now stretch the atom's position and the cell by $1+t$. The bond becomes $(1+t)a$, the energy becomes $\tfrac12 k(1+t)^2a^2$, and its derivative at $t=0$ is $k a^2$. For nonzero $k$ and $a$ the chain responds to strain although its atom feels no force. The whole response comes from the bond that crosses the cell boundary.

## Bonds, energy and forces in a general cell

Let atoms $i$ have positions $r_i$, and let the columns of the matrix $A$ be the cell vectors. Bond $b$ runs from atom $i(b)$ to the image of atom $j(b)$ displaced by an integer cell vector $n_b$:

$$d_b = r_{j(b)} - r_{i(b)} + A n_b .$$

The energy per cell is $E = G(d_1,\dots,d_M)$. The function $G$ may couple all the bonds, as angular or embedding terms do; it need not be a sum over pairs. Write $g_b$ for the gradient of $G$ in $d_b$ at the current bond vectors, and define the force by $f_i = -\partial E/\partial r_i$ at fixed $A$.

Strain the atoms and the cell by $1+te$, where $e$ is any square matrix. If $G$ is differentiable at the current bond vectors, then

$$\left.\frac{dE}{dt}\right|_{0} = \sum_b g_b\cdot e\,d_b = -\sum_i f_i\cdot e\,r_i + \sum_b g_b\cdot e A n_b .$$

When the cell volume is nonzero, dividing this derivative by it gives the static potential part of the stress, contracted with $e$. Choosing $e$ with a single entry 1 and zeros elsewhere picks out one component, with tension counted as positive.

## Virtual work, then a straight line in bond space

**First-order change.** The derivative of $G$ is linear. Expanding a displacement $v$ of the bond vectors in unit displacements of single components gives

$$DG(d)[v] = \sum_b g_b\cdot v_b .$$

**Virtual work.** Displace the atoms by $u_i$ at fixed cell. Bond $b$ changes by $u_{j(b)}-u_{i(b)}$, so the chain rule gives

$$\sum_i f_i\cdot u_i = -\sum_b g_b\cdot\bigl(u_{j(b)}-u_{i(b)}\bigr).$$

**Strain.** Positions and cell vectors are multiplied by the same matrix, hence so is every bond vector:

$$(1+te)r_{j(b)}-(1+te)r_{i(b)}+(1+te)An_b=(1+te)d_b .$$

The strained energy is therefore $G$ evaluated along the straight line $d_b+t\,e\,d_b$. Its derivative at $t=0$ is $\sum_b g_b\cdot e\,d_b$.

**Splitting.** Insert the definition of the bond vector:

$$e\,d_b = \bigl(e\,r_{j(b)}-e\,r_{i(b)}\bigr)+eAn_b .$$

Virtual work with $u_i=e\,r_i$ turns the sum over the bracket into $-\sum_i f_i\cdot e\,r_i$. The remainder is the cell term.

## The split depends on the chosen images

Represent atom $i$ by another periodic image, $r_i\to r_i+Am_i$ with $m_i$ an integer vector. The same physical bonds then have

$$n_b\to n_b+m_{i(b)}-m_{j(b)},$$

and every $d_b$ is unchanged. The cell term changes by

$$\sum_b g_b\cdot eA\bigl(m_{i(b)}-m_{j(b)}\bigr)=\sum_i f_i\cdot eAm_i ,$$

by virtual work with $u_i=eAm_i$. The atomic term $-\sum_i f_i\cdot e\,r_i$ changes by the opposite amount. Neither term alone is a property of the crystal when this sum is nonzero; their total is.

## How the Lean objects encode the crystal

The finite types `ι`, `N` and `B` index Cartesian components, atoms in the cell and bonds. The same `ι` labels the cell vectors, so there are as many of them as space dimensions. A `BondGraph` stores $i(b)$, $j(b)$ and $n_b$ as `src`, `tgt` and `shift`; `cellShift` is $n_b$ with real entries, and `vec` is $d_b$. In the code `*ᵥ` applies a matrix to a vector and `⬝ᵥ` is the dot product.

`grad` collects components of the Fréchet derivative. `force` is minus the gradient of `energy` in the positions, so the relation between forces and bond gradients is proved and not built into the definition.

`periodic_virial` makes two claims: the strained energy has the stated derivative at $t=0$, and that derivative splits into the atomic and cell terms. Its only hypothesis, `hG`, is differentiability of $G$ at the current bond vectors; `virtual_work` and `relabel_images` assume the same. In particular, the configuration may not sit at a point where the potential has a kink or a jump, as it can at an abrupt cutoff. The cell matrix need not be invertible, $e$ need not be symmetric, and $G$ need not be rotation invariant.

The model keeps the bond list fixed during the strain and gives $G$ no dependence on the cell except through the bond vectors. Infinite lattice sums, such as unscreened Coulomb interactions, and explicit volume terms are not included. The atoms follow the strain uniformly, without internal relaxation, and there is no kinetic contribution to the stress.

```lean
import Mathlib

open Matrix

namespace PeriodicVirial

noncomputable section

variable {ι N B X : Type*} [Fintype ι] [DecidableEq ι] [Fintype N] [DecidableEq N]
  [Fintype B] [DecidableEq B] [Fintype X] [DecidableEq X]

/-- The bonds of a periodic crystal: each bond runs from atom `src` to the image of atom `tgt`
displaced by the integer cell vector `shift`. -/
structure BondGraph (ι N B : Type*) where
  src : B → N
  tgt : B → N
  shift : B → ι → ℤ

/-- The integer cell vector of a bond, with real entries. -/
def BondGraph.cellShift (S : BondGraph ι N B) (b : B) : ι → ℝ := fun k => (S.shift b k : ℝ)

/-- The bond vector `d_b = r_j - r_i + A n_b`; the columns of `A` are the cell vectors. -/
def BondGraph.vec (S : BondGraph ι N B) (r : N → ι → ℝ) (A : Matrix ι ι ℝ) (b : B) : ι → ℝ :=
  r (S.tgt b) - r (S.src b) + A *ᵥ S.cellShift b

/-- The energy per cell, a many-body function `G` of all bond vectors. -/
def BondGraph.energy (S : BondGraph ι N B) (G : (B → ι → ℝ) → ℝ) (r : N → ι → ℝ)
    (A : Matrix ι ι ℝ) : ℝ := G (S.vec r A)

/-- The gradient of a function of several vectors with respect to each of them. -/
def grad (F : (X → ι → ℝ) → ℝ) (x : X → ι → ℝ) (a : X) : ι → ℝ :=
  fun k => fderiv ℝ F x (Pi.single a (Pi.single k 1))

/-- The force on an atom: minus the gradient of the energy in its position, at fixed cell. -/
def BondGraph.force (S : BondGraph ι N B) (G : (B → ι → ℝ) → ℝ) (r : N → ι → ℝ)
    (A : Matrix ι ι ℝ) (i : N) : ι → ℝ := -grad (fun r' => S.energy G r' A) r i

/-- The first-order change of a function of several vectors is the sum of the gradients
dotted with the displacements. -/
theorem fderiv_eq_sum_grad (F : (X → ι → ℝ) → ℝ) (x v : X → ι → ℝ) :
    fderiv ℝ F x v = ∑ a, grad F x a ⬝ᵥ v a := by
  have hs : ∀ a, (Pi.single a (v a) : X → ι → ℝ)
      = ∑ k, v a k • (Pi.single a (Pi.single k (1 : ℝ)) : X → ι → ℝ) := by
    intro a
    ext c l
    by_cases h : c = a
    · subst h
      simp [Finset.sum_apply, Pi.single_apply]
    · simp [Finset.sum_apply, h]
  calc fderiv ℝ F x v = fderiv ℝ F x (∑ a, Pi.single a (v a)) := by
        rw [Finset.univ_sum_single]
    _ = ∑ a, fderiv ℝ F x (Pi.single a (v a)) := map_sum _ _ _
    _ = ∑ a, grad F x a ⬝ᵥ v a := by
        refine Finset.sum_congr rfl fun a _ => ?_
        rw [hs a, map_sum]
        simp [dotProduct, grad, mul_comm]

/-- Virtual work: the work of the atomic forces in a displacement `u` is minus the sum of the
bond gradients dotted with the changes of the bond vectors. -/
theorem virtual_work (S : BondGraph ι N B) (G : (B → ι → ℝ) → ℝ) (r : N → ι → ℝ)
    (A : Matrix ι ι ℝ) (hG : DifferentiableAt ℝ G (S.vec r A)) (u : N → ι → ℝ) :
    ∑ i, S.force G r A i ⬝ᵥ u i
      = -∑ b, grad G (S.vec r A) b ⬝ᵥ (u (S.tgt b) - u (S.src b)) := by
  -- the bond vectors are an affine function of the positions, with linear part `L`
  let L : (N → ι → ℝ) →L[ℝ] (B → ι → ℝ) := ContinuousLinearMap.pi fun b =>
    (ContinuousLinearMap.proj (S.tgt b) : (N → ι → ℝ) →L[ℝ] (ι → ℝ))
      - (ContinuousLinearMap.proj (S.src b) : (N → ι → ℝ) →L[ℝ] (ι → ℝ))
  have hL : HasFDerivAt (fun r' => S.vec r' A) L r :=
    (L.hasFDerivAt (x := r)).add_const (fun b => A *ᵥ S.cellShift b)
  have h : HasFDerivAt (fun r' => S.energy G r' A)
      ((fderiv ℝ G (S.vec r A)).comp L) r := hG.hasFDerivAt.comp r hL
  simp only [BondGraph.force, neg_dotProduct, Finset.sum_neg_distrib]
  rw [← fderiv_eq_sum_grad (fun r' => S.energy G r' A) r u, h.fderiv,
    ContinuousLinearMap.comp_apply, fderiv_eq_sum_grad]
  rfl

omit [DecidableEq ι] [Fintype N] [DecidableEq N] [Fintype B] [DecidableEq B] in
/-- Deforming atoms and cell by the same matrix `F` deforms every bond vector by `F`. -/
theorem vec_deform (S : BondGraph ι N B) (r : N → ι → ℝ) (A F : Matrix ι ι ℝ) (b : B) :
    S.vec (fun i => F *ᵥ r i) (F * A) b = F *ᵥ S.vec r A b := by
  simp [BondGraph.vec, Matrix.mulVec_add, Matrix.mulVec_sub, Matrix.mulVec_mulVec]

/-- Many-body periodic virial: under the strain `1 + t e` of atoms and cell, the energy has
derivative `∑ g_b · e d_b` at `t = 0`, and this is the virial of the atomic forces plus a
cell term carried by the bonds with nonzero cell vector. -/
theorem periodic_virial (S : BondGraph ι N B) (G : (B → ι → ℝ) → ℝ) (r : N → ι → ℝ)
    (A e : Matrix ι ι ℝ) (hG : DifferentiableAt ℝ G (S.vec r A)) :
    HasDerivAt (fun t : ℝ => S.energy G (fun i => (1 + t • e) *ᵥ r i) ((1 + t • e) * A))
      (∑ b, grad G (S.vec r A) b ⬝ᵥ (e *ᵥ S.vec r A b)) 0 ∧
    ∑ b, grad G (S.vec r A) b ⬝ᵥ (e *ᵥ S.vec r A b)
      = -∑ i, S.force G r A i ⬝ᵥ (e *ᵥ r i)
        + ∑ b, grad G (S.vec r A) b ⬝ᵥ (e *ᵥ (A *ᵥ S.cellShift b)) := by
  constructor
  · -- the strained bond vectors move along a straight line with velocity `e d_b`
    have hfun : (fun t : ℝ => S.energy G (fun i => (1 + t • e) *ᵥ r i) ((1 + t • e) * A))
        = fun t : ℝ => G (S.vec r A + t • fun b => e *ᵥ S.vec r A b) := by
      funext t
      refine congrArg G (funext fun b => ?_)
      rw [vec_deform]
      simp [Matrix.add_mulVec, Matrix.smul_mulVec]
    have hp : HasDerivAt (fun t : ℝ => S.vec r A + t • fun b => e *ᵥ S.vec r A b)
        (fun b => e *ᵥ S.vec r A b) 0 :=
      (((hasDerivAt_id' (0 : ℝ)).smul_const (fun b => e *ᵥ S.vec r A b)).const_add
        (S.vec r A)).congr_deriv (one_smul ℝ _)
    have hG' : HasFDerivAt G (fderiv ℝ G (S.vec r A))
        (S.vec r A + (0 : ℝ) • fun b => e *ᵥ S.vec r A b) := by
      rw [zero_smul, add_zero]
      exact hG.hasFDerivAt
    have h := hG'.comp_hasDerivAt (0 : ℝ) hp
    rw [fderiv_eq_sum_grad] at h
    rw [hfun]
    exact h
  · -- virtual work with the displacement `e r_i` produces the atomic term
    have hw : ∑ i, S.force G r A i ⬝ᵥ (e *ᵥ r i)
        = -∑ b, grad G (S.vec r A) b ⬝ᵥ (e *ᵥ r (S.tgt b) - e *ᵥ r (S.src b)) :=
      virtual_work S G r A hG fun i => e *ᵥ r i
    rw [hw, neg_neg, ← Finset.sum_add_distrib]
    refine Finset.sum_congr rfl fun b _ => ?_
    rw [← dotProduct_add, ← Matrix.mulVec_sub, ← Matrix.mulVec_add]
    rfl

/-- The same bonds after atom `i` is represented by its image displaced by the integer cell
vector `m i`. -/
def BondGraph.relabel (S : BondGraph ι N B) (m : N → ι → ℤ) : BondGraph ι N B :=
  ⟨S.src, S.tgt, fun b => S.shift b + m (S.src b) - m (S.tgt b)⟩

/-- Choosing other periodic images of the atoms leaves all bond vectors unchanged, while the
cell term of the virial changes by `∑ f_i · e A m_i`. -/
theorem relabel_images (S : BondGraph ι N B) (G : (B → ι → ℝ) → ℝ) (r : N → ι → ℝ)
    (A e : Matrix ι ι ℝ) (hG : DifferentiableAt ℝ G (S.vec r A)) (m : N → ι → ℤ) :
    (S.relabel m).vec (fun i => r i + A *ᵥ fun k => (m i k : ℝ)) A = S.vec r A ∧
    ∑ b, grad G (S.vec r A) b ⬝ᵥ (e *ᵥ (A *ᵥ (S.relabel m).cellShift b))
      = ∑ b, grad G (S.vec r A) b ⬝ᵥ (e *ᵥ (A *ᵥ S.cellShift b))
        + ∑ i, S.force G r A i ⬝ᵥ (e *ᵥ (A *ᵥ fun k => (m i k : ℝ))) := by
  have hc : ∀ b, (S.relabel m).cellShift b = S.cellShift b
      + (fun k => (m (S.src b) k : ℝ)) - fun k => (m (S.tgt b) k : ℝ) := by
    intro b
    ext k
    simp [BondGraph.cellShift, BondGraph.relabel]
  constructor
  · funext b
    simp only [BondGraph.vec, hc, Matrix.mulVec_add, Matrix.mulVec_sub]
    simp only [BondGraph.relabel]
    abel
  · rw [virtual_work S G r A hG fun i => e *ᵥ (A *ᵥ fun k => (m i k : ℝ)),
      ← Finset.sum_neg_distrib, ← Finset.sum_add_distrib]
    refine Finset.sum_congr rfl fun b _ => ?_
    simp only [hc, Matrix.mulVec_add, Matrix.mulVec_sub, dotProduct_add, dotProduct_sub]
    ring

omit [Fintype N] [Fintype B] [DecidableEq B] in
/-- In a crystal with one atom per cell the force on the atom vanishes. -/
theorem force_eq_zero_of_one_atom [Subsingleton N] (S : BondGraph ι N B)
    (G : (B → ι → ℝ) → ℝ) (r : N → ι → ℝ) (A : Matrix ι ι ℝ) (i : N) :
    S.force G r A i = 0 := by
  -- every bond joins the atom to its own image, so the energy ignores the position
  have h : (fun r' => S.energy G r' A) = fun _ => S.energy G 0 A := by
    funext r'
    refine congrArg G (funext fun b => ?_)
    simp [BondGraph.vec, Subsingleton.elim (S.tgt b) (S.src b)]
  ext k
  simp [BondGraph.force, grad, h]

/-- The chain with one atom per cell, bonded to its image in the next cell. -/
def chain : BondGraph (Fin 1) Unit Unit := ⟨fun _ => (), fun _ => (), fun _ _ => 1⟩

/-- The chain with bond energy `k d² / 2` and cell length `a` has zero force on its atom, but
its energy has strain derivative `k a²`. -/
theorem chain_needs_cell_term (k a : ℝ) (r : Unit → Fin 1 → ℝ) :
    chain.force (fun d => k / 2 * (d () 0 * d () 0)) r !![a] () = 0 ∧
    HasDerivAt (fun t : ℝ => chain.energy (fun d => k / 2 * (d () 0 * d () 0))
      (fun i => (1 + t • (1 : Matrix (Fin 1) (Fin 1) ℝ)) *ᵥ r i)
      ((1 + t • (1 : Matrix (Fin 1) (Fin 1) ℝ)) * !![a])) (k * a ^ 2) 0 := by
  refine ⟨force_eq_zero_of_one_atom _ _ _ _ _, ?_⟩
  have hv : ∀ t : ℝ, chain.vec (fun i => (1 + t • (1 : Matrix (Fin 1) (Fin 1) ℝ)) *ᵥ r i)
      ((1 + t • (1 : Matrix (Fin 1) (Fin 1) ℝ)) * !![a]) () 0 = (1 + t) * a := by
    intro t
    rw [vec_deform]
    simp [BondGraph.vec, BondGraph.cellShift, chain, Matrix.mulVec, dotProduct]
  simp only [BondGraph.energy, hv]
  have h1 : HasDerivAt (fun t : ℝ => (1 + t) * a) (1 * a) 0 :=
    ((hasDerivAt_id' (0 : ℝ)).const_add 1).mul_const a
  exact ((h1.fun_mul h1).const_mul (k / 2)).congr_deriv (by ring)

end

end PeriodicVirial
```

```lean
#print axioms PeriodicVirial.periodic_virial
#print axioms PeriodicVirial.relabel_images
#print axioms PeriodicVirial.chain_needs_cell_term
```

```
'PeriodicVirial.periodic_virial' depends on axioms: [propext, Classical.choice, Quot.sound]
'PeriodicVirial.relabel_images' depends on axioms: [propext, Classical.choice, Quot.sound]
'PeriodicVirial.chain_needs_cell_term' depends on axioms: [propext, Classical.choice, Quot.sound]
```

## From linearity to the two halves of the virial

`fderiv_eq_sum_grad` is the first-order expansion. The auxiliary fact `hs` writes a displacement of one vector as a combination of unit component displacements; linearity of the derivative, used through `map_sum`, does the rest. The lemma is stated for any finite family of vectors, so it serves both for atoms and for bonds. It carries no differentiability hypothesis because Lean sets the derivative to zero where a function is not differentiable; the identity describes a first-order change only where the function is differentiable.

`virtual_work` introduces the linear map `L`, which sends atomic displacements $u$ to bond changes $u_{j(b)}-u_{i(b)}$. At fixed cell the bond vectors are `L` plus a constant, which gives `hL`. Composing with the derivative of $G$ gives `h`, the chain rule. The expansion is then applied twice: backwards to collect the forces into one derivative of the energy, and forwards to spread the derivative of $G$ over the bonds.

`vec_deform` is the observation that a common matrix acting on atoms and cell acts on each bond vector. In the first half of `periodic_virial`, it yields `hfun`, the rewriting of the strained energy as $G$ along a straight line. The velocity of that line is recorded in `hp`, and `comp_hasDerivAt` combines it with the derivative of $G$. In the second half, `hw` is virtual work with $u_i=e\,r_i$. The two bond sums are merged and compared term by term, where linearity reassembles $e\,d_b$.

## Images and the one-atom cell

In `relabel_images`, the fact `hc` gives the new integer vector of each bond. The first claim follows by cancelling the added cell vectors. The second uses `virtual_work` with $u_i=eAm_i$ and again compares the sums bond by bond.

`force_eq_zero_of_one_atom` covers every one-atom cell, in any finite dimension and for any $G$. Both ends of each bond are the same atom, so the energy is constant in its position and the gradient vanishes. No differentiability of $G$ is required.

`chain_needs_cell_term` returns to the spring chain, with $e=1$ and the cell matrix `!![a]`. The force part is the preceding theorem. For the strain part, `hv` computes the bond length $(1+t)a$, and the product rule gives $k a^2$.
